# Two-site double exchange with spin-1/2 cores and strong Hund coupling: low-spin hopping is half of high-spin hopping

## Is the low-spin hopping cut to a half or to a quarter?

Two spin-1/2 cores share one electron under strong Hund coupling. The hopping energies are \(\mp t\) for total spin 3/2 and \(\mp t/2\) for total spin 1/2. I can't square the second value with a simple count. If I take a low-spin state with the electron on site 1, let it hop to site 2 and back, and project onto the Hund-allowed states on each site, I recover the same state multiplied by \(1/4\). Why is the energy \(t/2\) and not \(t/4\)?

## A half per hop, a quarter per round trip

Your \(1/4\) belongs to two hops. Each hop carries an amplitude \(1/2\), and the energy is linear in the amplitude of one hop, so the low-spin levels are \(\mp t/2\). The round trip is governed by the identity

\[
ABA=\tfrac14A+\tfrac34Q .
\]

Here \(P_{1e}\) and \(P_{2e}\) exchange the electron's spin with that of core 1 or core 2. The operator \(A=(1+P_{1e})/2\) projects onto the triplet of core 1 and the electron, and \(B=(1+P_{2e})/2\) does the same on site 2. These are the states that a strong ferromagnetic on-site coupling leaves at low energy. \(Q\) is the average of all six permutations of the three spins.

### From permutations to total spin

Since \(P_{1e}^2=1\), we have \(A^2=(1+2P_{1e}+1)/4=A\), and likewise \(B^2=B\). Multiplying \(Q\) by any permutation only reorders its six terms, so \(P_{1e}Q=P_{2e}Q=Q\) and \(Q^2=Q\). Hence \(Q\psi=\psi\) implies that both exchanges leave \(\psi\) unchanged. Conversely, if both do, all six terms of \(Q\psi\) are equal and \(Q\psi=\psi\).

To identify the spin, write \(P_{12}=P_{1e}P_{2e}P_{1e}\) and use \(2\,\mathbf s_i\cdot\mathbf s_j=P_{ij}-\tfrac12\), with \(\hbar=1\):

\[
\mathbf S^2=\tfrac94+\sum_{i<j}\left(P_{ij}-\tfrac12\right)=\tfrac34+P_{12}+P_{1e}+P_{2e}.
\]

Three spins with only two values each have no fully antisymmetric state, so

\[
1+P_{1e}P_{2e}+P_{2e}P_{1e}=P_{12}+P_{1e}+P_{2e}.
\]

The six permutations therefore add up to twice the right-hand side, which makes that side equal to \(3Q\). Thus \(\mathbf S^2=\tfrac34+3Q\). For \(Q\psi=\psi\) this is \(15/4\), spin 3/2; for \(Q\psi=0\) it is \(3/4\), spin 1/2.

### The round trip and the energies

Expanding the product gives

\[
\begin{aligned}
ABA&=\tfrac18(1+P_{1e})(1+P_{2e})(1+P_{1e})\\
&=\tfrac18\left[2(1+P_{1e})+P_{2e}+P_{1e}P_{2e}+P_{2e}P_{1e}+P_{1e}P_{2e}P_{1e}\right]\\
&=\tfrac18\left[(1+P_{1e})+6Q\right]=\tfrac14A+\tfrac34Q .
\end{aligned}
\]

Take a low-spin state allowed on site 1, so that \(A\psi=\psi\) and \(Q\psi=0\). The identity gives \(AB\psi=\psi/4\). An exchange only relabels the sum in a scalar product, so \(A\) and \(B\) are Hermitian, and

\[
\|B\psi\|^2=\langle\psi,B\psi\rangle=\langle A\psi,B\psi\rangle=\langle\psi,AB\psi\rangle=\tfrac14\|\psi\|^2 .
\]

The transferred weight is a quarter and the transferred amplitude a half. For normalised \(\psi\), the normalised partner on site 2 is \(2B\psi\), and the hopping matrix element between them is \(-t\langle2B\psi,B\psi\rangle=-t/2\).

Write a two-site state as \((\varphi,\chi)\), where \(\varphi\) is the spin state with the electron on site 1 and \(\chi\) the one with the electron on site 2. The projected hopping is \(H(\varphi,\chi)=-t(AB\chi,BA\varphi)\). For a sign \(\varepsilon=\pm1\),

\[
H(\psi,2\varepsilon B\psi)=-t\left(\tfrac{\varepsilon}{2}\psi,B\psi\right)
=-\tfrac{\varepsilon t}{2}(\psi,2\varepsilon B\psi).
\]

If instead \(Q\psi=\psi\), then \(A\psi=B\psi=\psi\), and

\[
H(\psi,\varepsilon\psi)=-t(\varepsilon\psi,\psi)=-\varepsilon t(\psi,\varepsilon\psi).
\]

### One state followed across the bond

Order the spins as core 1, core 2, electron, and take

\[
\psi=2|\uparrow\downarrow\uparrow\rangle-|\uparrow\uparrow\downarrow\rangle-|\downarrow\uparrow\uparrow\rangle,\qquad \|\psi\|^2=6 .
\]

Averaging \(\psi\) with its image under the exchange of the last two spins gives

\[
B\psi=\tfrac12\left(|\uparrow\downarrow\uparrow\rangle+|\uparrow\uparrow\downarrow\rangle-2|\downarrow\uparrow\uparrow\rangle\right),\qquad \|B\psi\|^2=\tfrac32 .
\]

The weight has dropped from 6 to 3/2, a quarter; for the normalised state \(\psi/\sqrt6\) it drops from 1 to 1/4. With an illustrative \(t=0.2\) eV, the low-spin levels are \(\mp0.1\) eV and the high-spin levels \(\mp0.2\) eV. The lowest high-spin level then lies 0.1 eV below the lowest low-spin level, so hopping favours parallel cores.

Spin 1/2 is the smallest possible core. For cores of general spin \(S\), the known two-site result for the lowest total spin is \(t/(2S+1)\), which gives \(t/2\) here and vanishes for large \(S\), where classical antiparallel cores block the hopping. That general formula is quoted for comparison and is not part of the checked code.

### The model as Lean objects

A `State` is a complex amplitude with three indices, for core 1, core 2 and the electron; 0 means up and 1 means down. `P1e` and `P2e` permute these indices. All operators are linear maps, and in a product the right-hand factor acts first. `overlap` is the scalar product, conjugate-linear in its first argument, and states need not be normalised.

`total M` adds a one-spin matrix `M` over the three spins. `Sz` is the matrix of the z component, and `Sp` and `Sm` are the raising and lowering matrices, usually written \(S_+\) and \(S_-\). The theorem `total_spin_sq` builds \(\mathbf S^2\) from them and equates it to \(3/4+3Q\), which justifies reading `Q ψ = ψ` as spin 3/2 and `Q ψ = 0` as spin 1/2.

The two-site space is `State × State`, with the electron on site 1 in the first component and on site 2 in the second. `hopping t` swaps the components with amplitude \(-t\), for any real \(t\), and leaves every spin as it is. `hund` is a projector, not the coupling energy that often bears this name, and `hamiltonian t` places it on both sides of the hopping. The letter `ε` is a sign, not an energy. `HasEigenvector` includes the requirement that the vector is nonzero. At \(t=0\) the theorems still hold, with all these energies equal to zero.

The step from a finite Hund coupling to these projectors is physical input. It stands for a coupling much larger than \(t\), with its constant energy dropped. Hund-violating states, which would lie far above in a real system, have energy zero in `hamiltonian` and should be ignored. The model has one electron, one orbital for it per site and no direct coupling between the cores. The energy theorems supply eigenvectors; they don't state that the list of levels is complete.

Within those limits, the levels give a reference for exact diagonalisation of a two-site Kondo lattice with ferromagnetic coupling: its low-lying spectrum should approach them, up to a constant, as the coupling grows.

```lean
import Mathlib

open ComplexConjugate

namespace QuantumDoubleExchange

noncomputable section

/-- Spin states of core 1, core 2 and the itinerant electron, in this order;
each index is 0 for spin up and 1 for spin down. -/
abbrev State := Fin 2 → Fin 2 → Fin 2 → ℂ

/-- Exchange of the spins of core 1 and the electron. -/
def P1e : Module.End ℂ State where
  toFun ψ := fun a b c => ψ c b a
  map_add' _ _ := rfl
  map_smul' _ _ := rfl

/-- Exchange of the spins of core 2 and the electron. -/
def P2e : Module.End ℂ State where
  toFun ψ := fun a b c => ψ a c b
  map_add' _ _ := rfl
  map_smul' _ _ := rfl

/-- Hund projector for the electron on site 1: symmetric in core 1 and electron. -/
def A : Module.End ℂ State := (1 / 2 : ℂ) • (1 + P1e)

/-- Hund projector for the electron on site 2: symmetric in core 2 and electron. -/
def B : Module.End ℂ State := (1 / 2 : ℂ) • (1 + P2e)

/-- The average over all six permutations of the three spins. -/
def Q : Module.End ℂ State :=
  (1 / 6 : ℂ) • (1 + P1e + P2e + P1e * P2e + P2e * P1e + P1e * P2e * P1e)

private lemma A_apply (ψ : State) (a b c : Fin 2) :
    A ψ a b c = 1 / 2 * (ψ a b c + ψ c b a) := rfl

private lemma B_apply (ψ : State) (a b c : Fin 2) :
    B ψ a b c = 1 / 2 * (ψ a b c + ψ a c b) := rfl

private lemma Q_apply (ψ : State) (a b c : Fin 2) :
    Q ψ a b c = 1 / 6 * (ψ a b c + ψ c b a + ψ a c b + ψ c a b + ψ b c a + ψ b a c) := rfl

/-- The two Hund operators are idempotent. -/
theorem hund_idempotent : A * A = A ∧ B * B = B := by
  constructor <;> refine LinearMap.ext fun ψ => ?_ <;> funext a b c <;>
    simp only [Module.End.mul_apply, A_apply, B_apply] <;> ring

/-- `Q` is idempotent, and it fixes exactly the states that are unchanged by both
exchanges with the electron. -/
theorem symmetric_projector :
    Q * Q = Q ∧ ∀ ψ : State, Q ψ = ψ ↔ P1e ψ = ψ ∧ P2e ψ = ψ := by
  refine ⟨?_, fun ψ => ⟨fun h => ?_, fun ⟨h1, h2⟩ => ?_⟩⟩
  · refine LinearMap.ext fun ψ => ?_
    funext a b c
    simp only [Module.End.mul_apply, Q_apply]
    ring
  · -- an exchange only reorders the six terms of the average
    have h1 : P1e (Q ψ) = Q ψ := by
      funext a b c
      change Q ψ c b a = Q ψ a b c
      simp only [Q_apply]
      ring
    have h2 : P2e (Q ψ) = Q ψ := by
      funext a b c
      change Q ψ a c b = Q ψ a b c
      simp only [Q_apply]
      ring
    rw [h] at h1 h2
    exact ⟨h1, h2⟩
  · simp only [Q, LinearMap.smul_apply, LinearMap.add_apply, Module.End.mul_apply,
      Module.End.one_apply, h1, h2]
    module

/-- The sum over the three spins of a one-spin operator `M`. -/
def total (M : Matrix (Fin 2) (Fin 2) ℂ) (ψ : State) : State := fun a b c =>
  ∑ d, (M a d * ψ d b c + M b d * ψ a d c + M c d * ψ a b d)

/-- The spin-1/2 matrix of the z component, in units of ħ. -/
def Sz : Matrix (Fin 2) (Fin 2) ℂ := !![1 / 2, 0; 0, -1 / 2]

/-- The spin-1/2 raising matrix, in units of ħ. -/
def Sp : Matrix (Fin 2) (Fin 2) ℂ := !![0, 1; 0, 0]

/-- The spin-1/2 lowering matrix, in units of ħ. -/
def Sm : Matrix (Fin 2) (Fin 2) ℂ := !![0, 0; 1, 0]

/-- The squared total spin, `Sz² + (S₊S₋ + S₋S₊)/2`, equals `3/4 + 3Q`. -/
theorem total_spin_sq (ψ : State) :
    total Sz (total Sz ψ)
      + (1 / 2 : ℂ) • (total Sp (total Sm ψ) + total Sm (total Sp ψ))
      = (3 / 4 : ℂ) • ψ + (3 : ℂ) • Q ψ := by
  funext a b c
  simp only [Pi.add_apply, Pi.smul_apply, smul_eq_mul, Q_apply, total, Fin.sum_univ_two]
  fin_cases a <;> fin_cases b <;> fin_cases c <;> simp [Sz, Sp, Sm] <;> ring

/-- Hopping from site 1 to site 2 and back, with the Hund projection on each site:
`ABA = A/4 + 3Q/4`. -/
theorem double_exchange : A * B * A = (1 / 4 : ℂ) • A + (3 / 4 : ℂ) • Q := by
  refine LinearMap.ext fun ψ => ?_
  funext a b c
  simp only [Module.End.mul_apply, LinearMap.add_apply, LinearMap.smul_apply,
    Pi.add_apply, Pi.smul_apply, smul_eq_mul, A_apply, B_apply, Q_apply]
  ring

private lemma low_spin_return {ψ : State} (hA : A ψ = ψ) (hQ : Q ψ = 0) :
    A (B ψ) = (1 / 4 : ℂ) • ψ := by
  have h := LinearMap.congr_fun double_exchange ψ
  simp only [Module.End.mul_apply, LinearMap.add_apply, LinearMap.smul_apply, hA, hQ,
    smul_zero, add_zero] at h
  exact h

/-- The scalar product of two spin states. -/
def overlap (φ ψ : State) : ℂ := ∑ a, ∑ b, ∑ c, conj (φ a b c) * ψ a b c

/-- The two Hund operators are Hermitian. -/
theorem hund_hermitian (φ ψ : State) :
    overlap (A φ) ψ = overlap φ (A ψ) ∧ overlap (B φ) ψ = overlap φ (B ψ) := by
  constructor <;>
    simp only [overlap, A_apply, B_apply, Fin.sum_univ_two, map_mul, map_add, map_div₀,
      map_one, map_ofNat] <;> ring

/-- If a state obeys Hund's rule on site 1 and has no fully symmetric part, the Hund
projection on site 2 keeps one quarter of its squared norm. -/
theorem low_spin_weight {ψ : State} (hA : A ψ = ψ) (hQ : Q ψ = 0) :
    overlap (B ψ) (B ψ) = 1 / 4 * overlap ψ ψ := by
  have hB : B (B ψ) = B ψ := LinearMap.congr_fun hund_idempotent.2 ψ
  calc overlap (B ψ) (B ψ) = overlap ψ (B ψ) := by rw [(hund_hermitian _ _).2, hB]
    _ = overlap (A ψ) (B ψ) := by rw [hA]
    _ = overlap ψ ((1 / 4 : ℂ) • ψ) := by
      rw [(hund_hermitian _ _).1, low_spin_return hA hQ]
    _ = 1 / 4 * overlap ψ ψ := by
      simp only [overlap, Pi.smul_apply, smul_eq_mul, Fin.sum_univ_two]
      ring

/-- The Hund projector of the two-site system: `A` on the component with the electron
on site 1, `B` on the component with the electron on site 2. -/
def hund : Module.End ℂ (State × State) := LinearMap.prodMap A B

/-- Bare hopping with amplitude `-t`, which moves the electron and keeps all spins. -/
def hopping (t : ℝ) : Module.End ℂ (State × State) :=
  (-(t : ℂ)) • (LinearMap.snd ℂ State State).prod (LinearMap.fst ℂ State State)

/-- The double-exchange Hamiltonian: hopping between Hund-projected states. -/
def hamiltonian (t : ℝ) : Module.End ℂ (State × State) := hund * hopping t * hund

private lemma hamiltonian_apply (t : ℝ) (φ χ : State) :
    hamiltonian t (φ, χ) = ((-(t : ℂ)) • A (B χ), (-(t : ℂ)) • B (A φ)) := by
  have h : hamiltonian t (φ, χ) = (A ((-(t : ℂ)) • B χ), B ((-(t : ℂ)) • A φ)) := rfl
  rw [h, map_smul, map_smul]

/-- A nonzero state that obeys Hund's rule on site 1 and has no fully symmetric part
gives two eigenvectors of the Hamiltonian, with energies `-t/2` and `t/2`. -/
theorem low_spin_energy (t : ℝ) {ψ : State} (hψ : ψ ≠ 0) (hA : A ψ = ψ) (hQ : Q ψ = 0)
    {ε : ℂ} (hε : ε = 1 ∨ ε = -1) :
    (hamiltonian t).HasEigenvector (-(ε * t / 2)) (ψ, (2 * ε) • B ψ) := by
  have hB : B (B ψ) = B ψ := LinearMap.congr_fun hund_idempotent.2 ψ
  refine ⟨Module.End.mem_eigenspace_iff.mpr ?_, fun h => hψ (congrArg Prod.fst h)⟩
  rw [hamiltonian_apply, map_smul, hB, map_smul, low_spin_return hA hQ, hA, Prod.smul_mk]
  rcases hε with rfl | rfl <;> refine Prod.ext ?_ ?_ <;> dsimp only <;> module

/-- A nonzero fully symmetric state gives two eigenvectors of the Hamiltonian, with
energies `-t` and `t`. -/
theorem high_spin_energy (t : ℝ) {ψ : State} (hψ : ψ ≠ 0) (hQ : Q ψ = ψ)
    {ε : ℂ} (hε : ε = 1 ∨ ε = -1) :
    (hamiltonian t).HasEigenvector (-(ε * t)) (ψ, ε • ψ) := by
  obtain ⟨h1, h2⟩ := (symmetric_projector.2 ψ).mp hQ
  -- both Hund projectors leave a fully symmetric state alone
  have hA : A ψ = ψ := by
    simp only [A, LinearMap.smul_apply, LinearMap.add_apply, Module.End.one_apply, h1]
    module
  have hB : B ψ = ψ := by
    simp only [B, LinearMap.smul_apply, LinearMap.add_apply, Module.End.one_apply, h2]
    module
  refine ⟨Module.End.mem_eigenspace_iff.mpr ?_, fun h => hψ (congrArg Prod.fst h)⟩
  rw [hamiltonian_apply, map_smul, hB, map_smul, hA, hB, Prod.smul_mk]
  rcases hε with rfl | rfl <;> refine Prod.ext ?_ ?_ <;> dsimp only <;> module

/-- The unnormalised state `2|↑↓↑⟩ - |↑↑↓⟩ - |↓↑↑⟩`. -/
def lowSpinState : State := ![![![0, -1], ![2, 0]], ![![-1, 0], ![0, 0]]]

/-- The state `2|↑↓↑⟩ - |↑↑↓⟩ - |↓↑↑⟩` is nonzero, obeys Hund's rule on site 1 and has
no fully symmetric part. -/
theorem low_spin_witness :
    lowSpinState ≠ 0 ∧ A lowSpinState = lowSpinState ∧ Q lowSpinState = 0 := by
  refine ⟨fun h => ?_, ?_, ?_⟩
  · have h' := congrFun (congrFun (congrFun h 0) 1) 0
    norm_num [lowSpinState] at h'
  · funext a b c
    rw [A_apply]
    fin_cases a <;> fin_cases b <;> fin_cases c <;> norm_num [lowSpinState]
  · funext a b c
    rw [Q_apply]
    fin_cases a <;> fin_cases b <;> fin_cases c <;> norm_num [lowSpinState]

end

end QuantumDoubleExchange
```

```lean
#print axioms QuantumDoubleExchange.total_spin_sq
#print axioms QuantumDoubleExchange.low_spin_weight
#print axioms QuantumDoubleExchange.low_spin_energy
#print axioms QuantumDoubleExchange.high_spin_energy
```

```
'QuantumDoubleExchange.total_spin_sq' depends on axioms: [propext, Classical.choice, Quot.sound]
'QuantumDoubleExchange.low_spin_weight' depends on axioms: [propext, Classical.choice, Quot.sound]
'QuantumDoubleExchange.low_spin_energy' depends on axioms: [propext, Classical.choice, Quot.sound]
'QuantumDoubleExchange.high_spin_energy' depends on axioms: [propext, Classical.choice, Quot.sound]
```

### Where the calculation appears in the proof

The lemmas `A_apply`, `B_apply` and `Q_apply` write each operator as a sum of amplitudes with permuted indices. In `hund_idempotent` and `double_exchange`, `funext` fixes the three indices, `simp only` inserts these sums, and `ring` collects equal terms. This is the expansion in permutations, carried out on amplitudes.

For `symmetric_projector`, one direction shows that each exchange merely reorders the six terms of `Q ψ`. The other replaces every permuted state by `ψ` and lets `module` add the coefficients. The proof of `total_spin_sq` takes a different route from the derivation above: `fin_cases` runs through the eight spin configurations and compares amplitudes, so the absence of an antisymmetric state is never invoked separately.

The lemma `low_spin_return` applies the identity to a low-spin state and obtains \(AB\psi=\psi/4\). The `calc` chain in `low_spin_weight` is the norm calculation, with `hund_hermitian` moving the projectors across the scalar product.

In `low_spin_energy` and `high_spin_energy`, `hamiltonian_apply` gives the two components of \(H(\varphi,\chi)\). The proofs then treat the two signs separately and compare components with `module`. The eigenvectors are nonzero because their first component is `ψ`. Finally, `low_spin_witness` checks the amplitudes of the state used in the example, so the low-spin theorems do apply to an actual state.
